# Assembling det G from overlapping regions when the outer fragments have no direct coupling

Let $M$ be an invertible matrix on three disjoint finite regions $A$, $S$, $B$, with zero $A$-$B$ block, and let $G=M^{-1}$. Then

$$\det G\,\det G_S=\det G_{A\cup S}\,\det G_{S\cup B},$$

where a subscript denotes a principal submatrix. If $M$ is also positive definite, the logarithms combine as $\log\det G=\log\det G_{A\cup S}+\log\det G_{S\cup B}-\log\det G_S$.

Consider a classical harmonic system at temperature $T$, pinned and stable, so that its force-constant matrix $K$ is positive definite. With $M=K/k_BT$, $G$ is the covariance of the displacements, and the positional entropy in units of $k_B$ is $\tfrac12\log\det G$ plus a constant per coordinate. If $K$ has a zero $A$-$B$ block, the entropy of the whole follows from the entropies of the two overlapping regions $A\cup S$ and $S\cup B$ and of their overlap $S$. Each is computed from the fluctuations within the whole system, not from a fragment cut out and treated alone. Replacing a real molecule by a quadratic energy is a separate approximation.

## Three regions, one matrix

The disjoint union $A\cup S\cup B$ is the type `A ⊕ S ⊕ B`. Here `S` labels the separator, not an overlap matrix or an entropy. Any region may be empty, and an empty determinant is 1. Entries lie in a commutative ring `R` until complex numbers are needed. The definitions restrict $M$ to each region; `coupling M` is the block $M_{AB}$.

```lean
import Mathlib

open Matrix
open scoped ComplexOrder

namespace SeparatorDeterminant

variable {A S B m k n R : Type*} [Fintype A] [Fintype S] [Fintype B] [Fintype m] [Fintype k]
  [Fintype n] [DecidableEq A] [DecidableEq S] [DecidableEq B] [DecidableEq m] [DecidableEq k]
  [DecidableEq n] [CommRing R]

/-- The principal submatrix on fragment `A`. -/
def onA (M : Matrix (A ⊕ S ⊕ B) (A ⊕ S ⊕ B) R) : Matrix A A R :=
  M.submatrix Sum.inl Sum.inl

/-- The principal submatrix on the separator `S`. -/
def onS (M : Matrix (A ⊕ S ⊕ B) (A ⊕ S ⊕ B) R) : Matrix S S R :=
  M.submatrix (Sum.inr ∘ Sum.inl) (Sum.inr ∘ Sum.inl)

/-- The principal submatrix on fragment `B`. -/
def onB (M : Matrix (A ⊕ S ⊕ B) (A ⊕ S ⊕ B) R) : Matrix B B R :=
  M.submatrix (Sum.inr ∘ Sum.inr) (Sum.inr ∘ Sum.inr)

/-- The principal submatrix on `A ∪ S`. -/
def onAS (M : Matrix (A ⊕ S ⊕ B) (A ⊕ S ⊕ B) R) : Matrix (A ⊕ S) (A ⊕ S) R :=
  M.submatrix (Sum.map id Sum.inl) (Sum.map id Sum.inl)

/-- The principal submatrix on `S ∪ B`. -/
def onSB (M : Matrix (A ⊕ S ⊕ B) (A ⊕ S ⊕ B) R) : Matrix (S ⊕ B) (S ⊕ B) R :=
  M.submatrix Sum.inr Sum.inr

/-- The principal submatrix on `A ∪ B`, with the separator left out. -/
def onAB (M : Matrix (A ⊕ S ⊕ B) (A ⊕ S ⊕ B) R) : Matrix (A ⊕ B) (A ⊕ B) R :=
  M.submatrix (Sum.map id Sum.inr) (Sum.map id Sum.inr)

/-- The block of `M` that couples fragment `A` directly to fragment `B`. -/
def coupling (M : Matrix (A ⊕ S ⊕ B) (A ⊕ S ⊕ B) R) : Matrix A B R :=
  M.submatrix Sum.inl (Sum.inr ∘ Sum.inr)
```

## Invertibility: no free modes

The hypothesis `IsUnit M.det` means $\det M\neq0$ over the complex numbers. In the harmonic system it excludes free translations, for which the fluctuations diverge and $G$ does not exist.

By hand, split the indices into two parts $f$ and $g$. The $f$ columns of $MG=1$ read $M_{ff}G_{ff}+M_{fg}G_{gf}=1$ and $M_{gf}G_{ff}+M_{gg}G_{gf}=0$, so

$$\begin{pmatrix}M_{ff}&M_{fg}\\M_{gf}&M_{gg}\end{pmatrix}\begin{pmatrix}G_{ff}&0\\G_{gf}&1\end{pmatrix}=\begin{pmatrix}1&M_{fg}\\0&M_{gg}\end{pmatrix}.$$

Taking determinants gives Jacobi's identity for principal minors, $\det G_{ff}\,\det M=\det M_{gg}$. In Lean, `f` and `g` are the maps that embed the two parts. `h1` and `h2` are the two equations, `hd` says that reordering the indices preserves the determinant, and `hp` is the product above.

```lean
/-- Jacobi's complementary minor identity: if `f` and `g` split the index set in two and `M` is
invertible, the minor of `M⁻¹` on `f` times `det M` is the minor of `M` on `g`. -/
theorem jacobi_minor (M : Matrix n n R) (hM : IsUnit M.det) (f : m → n) (g : k → n)
    (h : Function.Bijective (Sum.elim f g)) :
    (M⁻¹.submatrix f f).det * M.det = (M.submatrix g g).det := by
  -- the relation M M⁻¹ = 1, with the intermediate sum split over the two parts
  have key : ∀ p q, ∑ i, M p (f i) * M⁻¹ (f i) q + ∑ j, M p (g j) * M⁻¹ (g j) q
      = (1 : Matrix n n R) p q := by
    intro p q
    rw [← Matrix.mul_nonsing_inv M hM, Matrix.mul_apply,
      ← (Equiv.ofBijective _ h).sum_comp (fun l => M p l * M⁻¹ l q), Fintype.sum_sum_type]
    rfl
  have hf : Function.Injective f := fun i j hij => Sum.inl_injective (h.1 hij)
  have hgf : ∀ i j, g i ≠ f j := fun i j hij => by
    have h' : (Sum.inr i : m ⊕ k) = Sum.inl j := h.1 hij
    cases h'
  have h1 : M.submatrix f f * M⁻¹.submatrix f f + M.submatrix f g * M⁻¹.submatrix g f = 1 := by
    ext i j
    simp only [Matrix.add_apply, Matrix.mul_apply, Matrix.submatrix_apply]
    rw [key, Matrix.one_apply, Matrix.one_apply]
    simp [hf.eq_iff]
  have h2 : M.submatrix g f * M⁻¹.submatrix f f + M.submatrix g g * M⁻¹.submatrix g f = 0 := by
    ext i j
    simp only [Matrix.add_apply, Matrix.mul_apply, Matrix.submatrix_apply]
    rw [key, Matrix.one_apply_ne (hgf i j), Matrix.zero_apply]
  have hd : (fromBlocks (M.submatrix f f) (M.submatrix f g) (M.submatrix g f)
      (M.submatrix g g)).det = M.det := by
    rw [← Matrix.det_submatrix_equiv_self (Equiv.ofBijective _ h) M]
    congr 1
    ext (i | i) (j | j) <;> rfl
  -- M times a block triangular matrix is block triangular
  have hp : fromBlocks (M.submatrix f f) (M.submatrix f g) (M.submatrix g f) (M.submatrix g g)
      * fromBlocks (M⁻¹.submatrix f f) 0 (M⁻¹.submatrix g f) 1
      = fromBlocks 1 (M.submatrix f g) 0 (M.submatrix g g) := by
    rw [fromBlocks_multiply, h1, h2]
    simp
  have hq := congrArg Matrix.det hp
  rw [det_mul, hd, det_fromBlocks_zero₁₂, det_fromBlocks_zero₂₁] at hq
  simp only [det_one, mul_one, one_mul] at hq
  rw [mul_comm]
  exact hq
```

Taking $S$, $A\cup S$ and $S\cup B$ in turn as the first part gives

$$\begin{aligned}\det G_S\det M&=\det M_{A\cup B},\\ \det G_{A\cup S}\det M&=\det M_B,\\ \det G_{S\cup B}\det M&=\det M_A.\end{aligned}$$

The case checks in the proof confirm that each pair of parts covers every index once.

```lean
/-- For invertible `M`, the minors of `M⁻¹` on `S`, `A ∪ S` and `S ∪ B`, each times `det M`, are
the minors of `M` on `A ∪ B`, `B` and `A`. -/
theorem region_minors (M : Matrix (A ⊕ S ⊕ B) (A ⊕ S ⊕ B) R) (hM : IsUnit M.det) :
    (onS M⁻¹).det * M.det = (onAB M).det ∧ (onAS M⁻¹).det * M.det = (onB M).det ∧
      (onSB M⁻¹).det * M.det = (onA M).det := by
  refine ⟨jacobi_minor M hM _ _ ⟨?_, ?_⟩, jacobi_minor M hM _ _ ⟨?_, ?_⟩,
    jacobi_minor M hM _ _ ⟨?_, ?_⟩⟩
  · rintro (s | a | b) (s' | a' | b') h <;> simp_all
  · rintro (a | s | b)
    exacts [⟨.inr (.inl a), rfl⟩, ⟨.inl s, rfl⟩, ⟨.inr (.inr b), rfl⟩]
  · rintro ((a | s) | b) ((a' | s') | b') h <;> simp_all
  · rintro (a | s | b)
    exacts [⟨.inl (.inl a), rfl⟩, ⟨.inl (.inr s), rfl⟩, ⟨.inr b, rfl⟩]
  · rintro (x | a) (x' | a') h <;> simp_all
  · rintro (a | x)
    exacts [⟨.inr a, rfl⟩, ⟨.inl x, rfl⟩]
```

Since $\det G\det M=1$, these combine to

$$(\det G\det G_S-\det G_{A\cup S}\det G_{S\cup B})(\det M)^2=\det M_{A\cup B}-\det M_A\det M_B.$$

```lean
/-- The assembly error for any invertible `M`: up to the factor `(det M)²` it is the failure of
the determinant of `M` on `A ∪ B` to factorise over the two fragments. -/
theorem assembly_defect (M : Matrix (A ⊕ S ⊕ B) (A ⊕ S ⊕ B) R) (hM : IsUnit M.det) :
    ((M⁻¹).det * (onS M⁻¹).det - (onAS M⁻¹).det * (onSB M⁻¹).det) * M.det ^ 2
      = (onAB M).det - (onA M).det * (onB M).det := by
  obtain ⟨hS, hAS, hSB⟩ := region_minors M hM
  have hG : (M⁻¹).det * M.det = 1 := by
    rw [← det_mul, Matrix.nonsing_inv_mul M hM, det_one]
  rw [← hS, ← hAS, ← hSB]
  linear_combination ((onS M⁻¹).det * M.det) * hG
```

## Zero A-B block: no direct springs

The hypothesis `coupling M = 0` says that the block $M_{AB}$ vanishes. For a symmetric force-constant matrix, this means that $A$ and $B$ interact only through $S$. Then $M_{A\cup B}$ is block triangular, so $\det M_{A\cup B}=\det M_A\det M_B$ (`hAB`). The right-hand side above vanishes, and cancelling the invertible factor $(\det M)^2$ gives the result. $M_{BA}$ may be nonzero.

With direct coupling the formula can fail, even for positive definite $M$. With one site per region, in the order $A,S,B$, take

$$M=\begin{pmatrix}2&0&1\\0&1&0\\1&0&2\end{pmatrix}.$$

Then $\det G\det G_S=\tfrac13$, but $\det G_{A\cup S}\det G_{S\cup B}=\tfrac49$.

```lean
/-- Determinant assembly: if `M` is invertible and its `A`-`B` block vanishes, then `G = M⁻¹`
satisfies `det G · det G_S = det G_(A ∪ S) · det G_(S ∪ B)`. -/
theorem det_assembly (M : Matrix (A ⊕ S ⊕ B) (A ⊕ S ⊕ B) R) (hM : IsUnit M.det)
    (h0 : coupling M = 0) :
    (M⁻¹).det * (onS M⁻¹).det = (onAS M⁻¹).det * (onSB M⁻¹).det := by
  -- without the separator the determinant factorises
  have hAB : (onAB M).det = (onA M).det * (onB M).det := by
    have hb : onAB M = fromBlocks (onA M) 0
        (M.submatrix (Sum.inr ∘ Sum.inr) Sum.inl) (onB M) := by
      rw [← h0]
      ext (i | i) (j | j) <;> rfl
    rw [hb, det_fromBlocks_zero₁₂]
  have h := assembly_defect M hM
  rw [hAB, sub_self] at h
  exact sub_eq_zero.1 ((hM.pow 2).mul_right_cancel (h.trans (zero_mul _).symm))
```

## Hermiticity: a converse for single sites

Hermiticity expresses reciprocal coupling, $M_{BA}=M_{AB}^\dagger$. The product formula does not need it, but the converse below does. That converse is proved for $A$ and $B$ of one site each, where a site is a single index of $M$ (in the harmonic system one displacement coordinate, not a whole atom). There

$$\det M_{A\cup B}=M_AM_B-|M_{AB}|^2,$$

which is `hd` in the proof. If the assembly formula holds, the defect identity forces $|M_{AB}|^2=0$.

Without Hermiticity, $M_{AB}=1$, $M_{BA}=0$, with unit diagonal and all other entries zero, satisfies the formula despite the coupling.

```lean
/-- For fragments of one site each and an invertible Hermitian `M`, the assembly formula holds
exactly when the two sites are not directly coupled. -/
theorem det_assembly_iff_one_site (M : Matrix (Fin 1 ⊕ S ⊕ Fin 1) (Fin 1 ⊕ S ⊕ Fin 1) ℂ)
    (hM : IsUnit M.det) (hH : M.IsHermitian) :
    (M⁻¹).det * (onS M⁻¹).det = (onAS M⁻¹).det * (onSB M⁻¹).det ↔ coupling M = 0 := by
  refine ⟨fun h => ?_, det_assembly M hM⟩
  have hba : star (coupling M 0 0) = M (.inr (.inr 0)) (.inl 0) := hH.apply _ _
  have hd : (onAB M).det
      = (onA M).det * (onB M).det - coupling M 0 0 * star (coupling M 0 0) := by
    rw [← det_submatrix_equiv_self (finSumFinEquiv (m := 1) (n := 1)).symm (onAB M),
      det_fin_one, det_fin_one, hba]
    exact det_fin_two _
  have hz := assembly_defect M hM
  rw [h, sub_self, zero_mul, hd] at hz
  have hc : coupling M 0 0 * star (coupling M 0 0) = 0 := by linear_combination hz
  have hc0 : coupling M 0 0 = 0 := (mul_eq_zero.1 hc).elim id star_eq_zero.1
  ext i j
  rw [Subsingleton.elim i 0, Subsingleton.elim j 0]
  exact hc0
```

## Positive definiteness: real logarithms

Positive definiteness, `M.PosDef`, means that the pinned system is stable: every displacement costs energy. It passes to $G$ and to its principal submatrices, so all four determinants are real and positive. The proof establishes this first, then takes the logarithm of the product formula. The `.re` only turns a complex number with zero imaginary part into a real one.

For a merely invertible Hermitian $M$, $\det G_S$ can vanish. This happens with one site per region when $M_A=M_S=0$, $M_{AS}=M_{SA}=1$, $M_B=1$ and the other entries are zero. The product formula then reads $0=0$, and the logarithmic one has no meaning.

```lean
/-- Overlapping log-determinants combine exactly: for positive definite `M` with zero `A`-`B`
block, `log det G` is the sum of the terms of `A ∪ S` and `S ∪ B` minus that of `S`, where
`G = M⁻¹`. -/
theorem log_det_assembly {M : Matrix (A ⊕ S ⊕ B) (A ⊕ S ⊕ B) ℂ} (hM : M.PosDef)
    (h0 : coupling M = 0) :
    Real.log (M⁻¹).det.re = Real.log (onAS M⁻¹).det.re + Real.log (onSB M⁻¹).det.re
      - Real.log (onS M⁻¹).det.re := by
  have pos : ∀ z : ℂ, 0 < z → 0 < z.re ∧ z.im = 0 := fun z hz =>
    ⟨(Complex.lt_def.1 hz).1, (Complex.lt_def.1 hz).2.symm⟩
  -- all four determinants are real and positive
  obtain ⟨g, g'⟩ := pos _ hM.inv.det_pos
  have pS : (onS M⁻¹).PosDef := hM.inv.submatrix (Sum.inr_injective.comp Sum.inl_injective)
  have pAS : (onAS M⁻¹).PosDef :=
    hM.inv.submatrix (Function.Injective.sumMap Function.injective_id Sum.inl_injective)
  have pSB : (onSB M⁻¹).PosDef := hM.inv.submatrix Sum.inr_injective
  obtain ⟨s, s'⟩ := pos _ pS.det_pos
  obtain ⟨a, a'⟩ := pos _ pAS.det_pos
  obtain ⟨b, b'⟩ := pos _ pSB.det_pos
  have h := congrArg Complex.re (det_assembly M (isUnit_iff_ne_zero.2 hM.det_pos.ne') h0)
  rw [Complex.mul_re, Complex.mul_re, g', a', zero_mul, zero_mul, sub_zero, sub_zero] at h
  have hl := congrArg Real.log h
  rw [Real.log_mul g.ne' s.ne', Real.log_mul a.ne' b.ne'] at hl
  linarith

end SeparatorDeterminant
```

```lean
#print axioms SeparatorDeterminant.det_assembly_iff_one_site
#print axioms SeparatorDeterminant.log_det_assembly
```

```
'SeparatorDeterminant.det_assembly_iff_one_site' depends on axioms: [propext, Classical.choice, Quot.sound]
'SeparatorDeterminant.log_det_assembly' depends on axioms: [propext, Classical.choice, Quot.sound]
```
